# If $U' = AU$ with $A$ continuous, $\det U$ is multiplied by the exponential of the integrated trace of $A$

**Q.** Take a $2\times 2$ complex matrix $U(t)$ with rows $u_0$ and $u_1$, obeying $U' = AU$. All four entries of $A$ drive the motion. Why should the determinant notice only two of them?

**A.** Write out the rows:

$$u_0' = A_{00}u_0 + A_{01}u_1,\qquad u_1' = A_{10}u_0 + A_{11}u_1 .$$

The determinant is linear in each row, so the product rule gives

$$(\det U)' = \det(u_0',u_1) + \det(u_0,u_1').$$

In the first term, $A_{01}$ multiplies $\det(u_1,u_1)=0$. In the second, $A_{10}$ multiplies $\det(u_0,u_0)=0$. What remains is $(\det U)' = (A_{00}+A_{11})\det U$. Over a short time step, the off-diagonal entries add to each row a small multiple of the other, and to first order in the step that leaves the determinant unchanged.

**Q.** And for $n$ rows?

**A.** The same argument works. Let $U_i$ be row $i$ of $U$, and let $U^{(i\to v)}$ be $U$ with row $i$ replaced by $v$. With $\sigma$ running over the permutations of the indices,

$$\det U = \sum_\sigma \operatorname{sgn}(\sigma)\prod_i U_{i\,\sigma(i)} .$$

Differentiate each product and exchange the two sums:

$$(\det U)' = \sum_i\sum_\sigma \operatorname{sgn}(\sigma)\,U'_{i\,\sigma(i)}\prod_{j\ne i}U_{j\,\sigma(j)} = \sum_i \det U^{(i\to U_i')} .$$

Since $U_i' = \sum_k A_{ik}U_k$, linearity in row $i$ gives

$$\det U^{(i\to U_i')} = \sum_k A_{ik}\det U^{(i\to U_k)} = A_{ii}\det U ,$$

because every $k\neq i$ produces a repeated row. Summing over $i$ yields $(\det U)' = \operatorname{tr}A\,\det U$.

To integrate this without dividing by $\det U$, choose a reference time $t_0$ and set

$$F(t) = \det U(t)\,\exp\Big(-\int_{t_0}^{t}\operatorname{tr}A(s)\,ds\Big).$$

For continuous $A$ the integral has derivative $\operatorname{tr}A(t)$. The two terms of $F'$ then cancel, and $F(t)=F(t_0)=\det U(t_0)$. Hence

$$\det U(t) = \det U(t_0)\,\exp\Big(\int_{t_0}^{t}\operatorname{tr}A(s)\,ds\Big).$$

This is Liouville's formula for linear equations, as distinct from his theorem on phase-space volume under Hamilton's equations.

**Q.** I accept the algebra. My doubt is about the Lean version. What is a "matrix" there, and in what sense is it differentiated?

**A.** The index type `n` is any finite set of labels, such as the states of a finite basis. Matrices have complex entries and time is a real number.

```lean
import Mathlib

open Matrix

namespace LiouvilleFormula

noncomputable section

variable {n : Type*} [Fintype n] [DecidableEq n]
```

The differential equation is then a statement about each entry. `SolvesLinear A U` says that at every real time `t`, and for all `i` and `j`, the function $s\mapsto U_{ij}(s)$ has derivative $(A(t)U(t))_{ij}$. No matrix norm has to be chosen.

```lean
/-- The matrix function `U` solves the linear evolution equation `U' = A U` at all times,
entry by entry. -/
def SolvesLinear (A U : ℝ → Matrix n n ℂ) : Prop :=
  ∀ t i j, HasDerivAt (fun s => U s i j) ((A t * U t) i j) t
```

**Q.** Every real time? My experiments start at $t_0$.

**A.** The definition does ask for a solution on the whole time axis, before $t_0$ as well as after. For an experiment that starts at $t_0$, with $A$ continuous from then on, this is no real restriction: hold $A$ at the value $A(t_0)$ for all earlier times, and continue $U$ backwards as the solution for that constant matrix. The solution is also given as data: no general existence theorem is proved here.

**Q.** Where does quantum mechanics enter?

**A.** In the choice $A=-iH$, with $\hbar=1$, so that $H$ is measured in angular frequency. A propagator from $t_0$ solves that equation and equals the identity at $t_0$.

```lean
/-- `U` is the propagator of the Hamiltonian matrix `H` from time `t₀` (with `ħ = 1`):
`U' = -i H U` and `U t₀ = 1`. -/
def IsPropagator (H U : ℝ → Matrix n n ℂ) (t₀ : ℝ) : Prop :=
  SolvesLinear (fun t => (-Complex.I) • H t) U ∧ U t₀ = 1
```

**Q.** I see nothing that makes $H$ Hermitian.

**A.** Nothing does, and the determinant argument makes no use of it. The results therefore also cover non-Hermitian effective Hamiltonians, such as those used to model decay. If $H$ is Hermitian its trace is real, and the determinant is a pure phase. Unitarity of $U$ is a separate matter that these theorems do not address.

**Q.** Then show me the row argument in Lean.

**A.** The first theorem is pure calculus. If the entries of `U` have derivatives `V i j` at `t`, then the determinant has as its derivative the sum of the determinants of `(U t).updateRow i (V i)`, which is $U^{(i\to V_i)}$ in my notation.

The step `hdet` writes the permutation expansion with rows in natural order. The product rule is applied to each permutation, and `Finset.sum_comm` exchanges the sums. The remaining lines match factors: the one from row $i$ is differentiated, and the others are left alone.

```lean
/-- The derivative of a determinant is the sum of the determinants in which one row
is replaced by its derivative. -/
theorem hasDerivAt_det_rows {U : ℝ → Matrix n n ℂ} {V : Matrix n n ℂ} {t : ℝ}
    (hU : ∀ i j, HasDerivAt (fun s => U s i j) (V i j) t) :
    HasDerivAt (fun s => (U s).det) (∑ i, ((U t).updateRow i (V i)).det) t := by
  -- the permutation expansion, with rows in natural order
  have hdet : ∀ M : Matrix n n ℂ, M.det =
      ∑ σ : Equiv.Perm n, ((Equiv.Perm.sign σ : ℤ) : ℂ) * ∏ i, M i (σ i) := by
    intro M
    rw [← Matrix.det_transpose, Matrix.det_apply']
    simp only [Matrix.transpose_apply]
  have h : HasDerivAt
      (fun s => ∑ σ : Equiv.Perm n, ((Equiv.Perm.sign σ : ℤ) : ℂ) * ∏ i, U s i (σ i))
      (∑ σ : Equiv.Perm n, ((Equiv.Perm.sign σ : ℤ) : ℂ) *
        ∑ i, (∏ j ∈ Finset.univ.erase i, U t j (σ j)) • V i (σ i)) t :=
    HasDerivAt.fun_sum fun σ _ =>
      (HasDerivAt.fun_finsetProd fun i _ => hU i (σ i)).const_mul _
  simp only [hdet]
  refine h.congr_deriv ?_
  symm
  -- exchange the sums over rows and permutations
  rw [Finset.sum_comm]
  refine Finset.sum_congr rfl fun σ _ => ?_
  rw [← Finset.mul_sum]
  congr 1
  refine Finset.sum_congr rfl fun i _ => ?_
  rw [← Finset.prod_erase_mul _ _ (Finset.mem_univ i), Matrix.updateRow_self, smul_eq_mul]
  congr 1
  refine Finset.prod_congr rfl fun j hj => ?_
  rw [Matrix.updateRow_ne (Finset.ne_of_mem_erase hj)]
```

The differential equation comes in next. `hrow` states that row $i$ of $AU$ is $\sum_k A_{ik}U_k$. The library lemma `Matrix.det_updateRow_sum` then does what the repeated rows did by hand, keeping only the coefficient $A_{ii}$. Factoring out $\det U$ leaves the trace.

```lean
/-- If `U' = A U`, the determinant obeys the scalar equation
`(det U)' = tr A · det U`. -/
theorem hasDerivAt_det {A U : ℝ → Matrix n n ℂ} (h : SolvesLinear A U) (t : ℝ) :
    HasDerivAt (fun s => (U s).det) ((A t).trace * (U t).det) t := by
  refine (hasDerivAt_det_rows (h t)).congr_deriv ?_
  -- each row of `A U` is a combination of the rows of `U`
  have hrow : ∀ i, (A t * U t) i = ∑ k, A t i k • U t k := by
    intro i
    funext j
    simp only [Matrix.mul_apply, Finset.sum_apply, Pi.smul_apply, smul_eq_mul]
  simp only [hrow, Matrix.det_updateRow_sum, smul_eq_mul]
  rw [← Finset.sum_mul]
  rfl
```

**Q.** So far there is no continuity assumption. Is it needed for the integrated formula?

**A.** It is used there for the fundamental theorem of calculus. Physically, it says that the generator is never switched abruptly. `Continuous A` means continuity of the matrix function, which amounts to continuity of every entry.

The theorem `liouville` says that for such an `A`, any solution `U`, and any two times `t₀` and `t`, the determinant at `t` is the determinant at `t₀` times the exponential of the integrated trace. The integral is oriented, so it changes sign when its limits are swapped, and `t` may lie before `t₀`.

The proof is the one with $F$. `hI` differentiates the integral, `hE` differentiates the exponential, and `ring` performs the cancellation in `hF`. A function with zero derivative everywhere is constant, which gives `hc`. The last line multiplies the inverse exponential away.

```lean
/-- Liouville's formula: if `A` is continuous and `U' = A U`, then
`det U(t) = det U(t₀) · exp (∫ tr A)`, with the integral taken from `t₀` to `t`. -/
theorem liouville {A U : ℝ → Matrix n n ℂ} (hA : Continuous A)
    (h : SolvesLinear A U) (t₀ t : ℝ) :
    (U t).det = (U t₀).det * Complex.exp (∫ s in t₀..t, (A s).trace) := by
  -- the determinant divided by the expected exponential is conserved
  have hF : ∀ s, HasDerivAt
      (fun r => (U r).det * Complex.exp (-∫ x in t₀..r, (A x).trace)) 0 s := by
    intro s
    have hI : HasDerivAt (fun r => ∫ x in t₀..r, (A x).trace) (A s).trace s :=
      (hA.matrix_trace.integral_hasStrictDerivAt t₀ s).hasDerivAt
    have hE : HasDerivAt (fun r => Complex.exp (-∫ x in t₀..r, (A x).trace))
        (Complex.exp (-∫ x in t₀..s, (A x).trace) * -(A s).trace) s :=
      hI.fun_neg.cexp
    refine ((hasDerivAt_det h s).fun_mul hE).congr_deriv ?_
    ring
  have hc := is_const_of_deriv_eq_zero (fun s => (hF s).differentiableAt)
    (fun s => (hF s).deriv) t t₀
  simp only [intervalIntegral.integral_same, neg_zero, Complex.exp_zero, mul_one] at hc
  rw [← hc, mul_assoc, ← Complex.exp_add, neg_add_cancel, Complex.exp_zero, mul_one]
```

**Q.** Can a solution that starts out invertible become singular later?

**A.** Not with continuous $A$. A complex exponential is never zero, so $\det U(t)$ vanishes exactly when $\det U(t_0)$ does. The Lean proof rewrites with Liouville's formula and uses that fact.

```lean
/-- For continuous `A`, a matrix solution of `U' = A U` has nonzero determinant at time `t`
exactly when it has nonzero determinant at time `t₀`. -/
theorem det_ne_zero_iff {A U : ℝ → Matrix n n ℂ} (hA : Continuous A)
    (h : SolvesLinear A U) (t₀ t : ℝ) : (U t).det ≠ 0 ↔ (U t₀).det ≠ 0 := by
  rw [liouville hA h t₀ t]
  simp [Complex.exp_ne_zero]
```

**Q.** And for the propagator itself?

**A.** Put $A=-iH$ and $\det U(t_0)=\det 1=1$ into the formula. The constant $-i$ comes out of the trace and then out of the integral:

$$\det U(t) = \exp\Big(-i\int_{t_0}^{t}\operatorname{tr}H(s)\,ds\Big).$$

The proof of `det_propagator` makes these same substitutions.

```lean
/-- The propagator of a continuous Hamiltonian matrix has determinant
`exp (-i ∫ tr H)`, with the integral taken from `t₀` to `t`. -/
theorem det_propagator {H U : ℝ → Matrix n n ℂ} {t₀ : ℝ} (hH : Continuous H)
    (h : IsPropagator H U t₀) (t : ℝ) :
    (U t).det = Complex.exp (-Complex.I * ∫ s in t₀..t, (H s).trace) := by
  have hA : Continuous (fun s => (-Complex.I) • H s) := hH.const_smul (-Complex.I)
  have hl := liouville hA h.1 t₀ t
  simpa only [h.2, Matrix.det_one, one_mul, Matrix.trace_smul, smul_eq_mul,
    intervalIntegral.integral_const_mul] using hl
```

**Q.** What would I do with that number? I measure transition probabilities, not determinants.

**A.** One physical reading concerns fermions. Let $H$ be the one-particle Hamiltonian matrix in an orthonormal basis of $n$ spin-orbitals. If $n$ non-interacting fermions fill them all, $\det U$ is the factor by which their Slater determinant is multiplied during the evolution. The formula gives that factor from the diagonal of $H$ alone, whatever the couplings between the orbitals. For Hermitian $H$ it is a global phase of the filled state, so it does not show up in your transition probabilities.

**Q.** People usually say "traceless Hamiltonian, determinant one". Is that a one-way statement?

**A.** It holds in both directions, provided that both sides refer to all times. If $\operatorname{tr}H=0$ always, then $(\det U)'=0$, and $\det U$ keeps its initial value 1. Conversely, if $\det U=1$ always, its derivative is zero, while the determinant equation says that this derivative equals $-i\operatorname{tr}H(t)\cdot 1$. Hence $\operatorname{tr}H(t)=0$ for every $t$.

The quantifiers matter. At a single time, $\det U(t)=1$ may only mean that the accumulated phase is a multiple of $2\pi$.

In Lean, the step from determinant one to zero trace comes first. It compares two derivatives of the same constant function, using `hd.unique`. The step from zero trace to determinant one uses the zero-derivative argument again.

```lean
/-- A propagator has determinant 1 at all times if and only if its Hamiltonian matrix
is traceless at all times. -/
theorem det_propagator_eq_one_iff {H U : ℝ → Matrix n n ℂ} {t₀ : ℝ}
    (h : IsPropagator H U t₀) :
    (∀ t, (U t).det = 1) ↔ ∀ t, (H t).trace = 0 := by
  constructor
  · intro hdet t
    -- a constant determinant has zero derivative
    have hd := hasDerivAt_det h.1 t
    have hconst : (fun s => (U s).det) = fun _ => (1 : ℂ) := funext hdet
    rw [hconst, hdet t] at hd
    have h0 := hd.unique (hasDerivAt_const t (1 : ℂ))
    simpa [Matrix.trace_smul] using h0
  · intro htr t
    have hd : ∀ s, HasDerivAt (fun r => (U r).det) 0 s := by
      intro s
      refine (hasDerivAt_det h.1 s).congr_deriv ?_
      simp [Matrix.trace_smul, htr s]
    have hc := is_const_of_deriv_eq_zero (fun s => (hd s).differentiableAt)
      (fun s => (hd s).deriv) t t₀
    simpa only [h.2, Matrix.det_one] using hc
```

**Q.** Continuity of $H$ has gone from the hypotheses. Does this theorem then cover my square pulses?

**A.** It does not. No integral appears, so continuity is not required, but `IsPropagator` still asks for an ordinary derivative at every time, the switching instants included. Where $H$ jumps between two values, the propagator obtained by joining the two evolutions has different slopes on the left and on the right. A smooth rise and fall of the pulse avoids the problem.

**Q.** Last doubt. A definition can be so strict that nothing interesting satisfies it. Give me a time-dependent Hamiltonian with its propagator.

**A.** Take a two-level system driven by $H(t)=w(t)\,\sigma_x$, where $w$ is a real amplitude and $\sigma_x$ is the Pauli matrix that exchanges the two states.

```lean
/-- The Hamiltonian `w(t) σₓ` of a two-level system with real drive amplitude `w`. -/
def pulseH (w : ℝ → ℝ) (t : ℝ) : Matrix (Fin 2) (Fin 2) ℂ :=
  !![0, (w t : ℂ); (w t : ℂ), 0]
```

Let $\theta$ be a real angle with $\theta'=w$ and $\theta(t_0)=0$. The candidate propagator is $U=\cos\theta-i\sin\theta\,\sigma_x$, written as a matrix below.

```lean
/-- The matrix `cos θ(t) - i sin θ(t) σₓ` for a real angle `θ(t)`. -/
def pulseU (θ : ℝ → ℝ) (t : ℝ) : Matrix (Fin 2) (Fin 2) ℂ :=
  !![(Real.cos (θ t) : ℂ), -Complex.I * (Real.sin (θ t) : ℂ);
     -Complex.I * (Real.sin (θ t) : ℂ), (Real.cos (θ t) : ℂ)]
```

The check by hand uses $\sigma_x^2=1$:

$$U' = w\,(-\sin\theta-i\cos\theta\,\sigma_x),$$

$$-iHU = -iw\,\sigma_x(\cos\theta-i\sin\theta\,\sigma_x) = w\,(-i\cos\theta\,\sigma_x-\sin\theta).$$

The two agree, and $U(t_0)=1$ because $\theta(t_0)=0$. The Hamiltonian is traceless, and indeed $\det U=\cos^2\theta+\sin^2\theta=1$.

**Q.** Does Lean use the Pauli algebra?

**A.** It compares the four entries instead. `hc` and `hs` are the derivatives of $\cos\theta$ and $-i\sin\theta$. The off-diagonal entries match by `ring`. The diagonal ones also need $i^2=-1$, supplied as `Complex.I_sq`. The final lines check the identity matrix at `t₀`. The theorem asks only that `θ` vanish at `t₀` and have derivative `w` at every time, so any continuous pulse shape is included, with $\theta$ its integral from $t_0$.

```lean
/-- If `θ' = w` and `θ(t₀) = 0`, then `cos θ - i sin θ σₓ` is the propagator of the
driven two-level Hamiltonian `w σₓ` from time `t₀`. -/
theorem isPropagator_witness {θ w : ℝ → ℝ} {t₀ : ℝ}
    (hθ : ∀ t, HasDerivAt θ (w t) t) (h0 : θ t₀ = 0) :
    IsPropagator (pulseH w) (pulseU θ) t₀ := by
  constructor
  · intro t
    have hc := (hθ t).cos.ofReal_comp
    have hs := (hθ t).sin.ofReal_comp.const_mul (-Complex.I)
    -- compare the four matrix entries
    refine Fin.forall_fin_two.2 ⟨Fin.forall_fin_two.2 ⟨?_, ?_⟩,
      Fin.forall_fin_two.2 ⟨?_, ?_⟩⟩
    · refine hc.congr_deriv ?_
      rw [Matrix.mul_apply, Fin.sum_univ_two, Complex.ofReal_mul, Complex.ofReal_neg]
      change _ = (-Complex.I * 0) * (Real.cos (θ t) : ℂ) +
        (-Complex.I * (w t : ℂ)) * (-Complex.I * (Real.sin (θ t) : ℂ))
      linear_combination (-(Real.sin (θ t) : ℂ) * (w t : ℂ)) * Complex.I_sq
    · refine hs.congr_deriv ?_
      rw [Matrix.mul_apply, Fin.sum_univ_two, Complex.ofReal_mul]
      change _ = (-Complex.I * 0) * (-Complex.I * (Real.sin (θ t) : ℂ)) +
        (-Complex.I * (w t : ℂ)) * (Real.cos (θ t) : ℂ)
      ring
    · refine hs.congr_deriv ?_
      rw [Matrix.mul_apply, Fin.sum_univ_two, Complex.ofReal_mul]
      change _ = (-Complex.I * (w t : ℂ)) * (Real.cos (θ t) : ℂ) +
        (-Complex.I * 0) * (-Complex.I * (Real.sin (θ t) : ℂ))
      ring
    · refine hc.congr_deriv ?_
      rw [Matrix.mul_apply, Fin.sum_univ_two, Complex.ofReal_mul, Complex.ofReal_neg]
      change _ = (-Complex.I * (w t : ℂ)) * (-Complex.I * (Real.sin (θ t) : ℂ)) +
        (-Complex.I * 0) * (Real.cos (θ t) : ℂ)
      linear_combination (-(Real.sin (θ t) : ℂ) * (w t : ℂ)) * Complex.I_sq
  · ext i j
    fin_cases i <;> fin_cases j <;> simp [pulseU, h0]

end

end LiouvilleFormula
```

```lean
#print axioms LiouvilleFormula.det_ne_zero_iff
#print axioms LiouvilleFormula.det_propagator
#print axioms LiouvilleFormula.det_propagator_eq_one_iff
```

```
'LiouvilleFormula.det_ne_zero_iff' depends on axioms: [propext, Classical.choice, Quot.sound]
'LiouvilleFormula.det_propagator' depends on axioms: [propext, Classical.choice, Quot.sound]
'LiouvilleFormula.det_propagator_eq_one_iff' depends on axioms: [propext, Classical.choice, Quot.sound]
```
